# A donor level at positive temperature: from twice the Fermi function to the donor distribution as the repulsion grows

## Four microstates and their energies

A donor level is modelled here as a single orbital that can hold one electron of each spin. Its microstates are the pairs (n↑, n↓), where each occupation number is 0 or 1. The electron number and the energy of a microstate are

N = n↑ + n↓

E = e N + U n↑n↓

Here e is the energy of one electron on the level. The constant U stands for the Coulomb repulsion between two electrons on the same donor, and is paid only when both are present.

The level exchanges electrons and energy with a reservoir of chemical potential μ and inverse temperature β = 1/(k_B T). Each microstate has the Gibbs weight exp(−β(E − μN)). The partition function Z is the sum of the four weights, and the mean occupation ⟨N⟩ is the weighted sum of N divided by Z. Two abbreviations are used throughout:

x = exp(β(μ − e)), y = exp(−βU)

Both are positive. Note that x is measured from the level energy, whereas the name fugacity often means exp(βμ).

## The occupation at any repulsion

Inserting the energy into the Gibbs weight separates the two factors:

exp(−β(eN + U n↑n↓ − μN)) = exp(β(μ − e)N) · exp(−βU n↑n↓) = x^N · y^(n↑n↓)

The empty state has weight 1, each singly occupied state has weight x, and the doubly occupied state has weight x²y. Therefore

Z = 1 + x + x + x²y = 1 + 2x + x²y

⟨N⟩ = (0·1 + 1·x + 1·x + 2·x²y)/Z = (2x + 2x²y)/(1 + 2x + x²y)

## Zero and infinite repulsion

At U = 0 we have y = 1, and the denominator is a square:

⟨N⟩ = 2x(1 + x)/(1 + x)² = 2x/(1 + x)

Since 1/x = exp(β(e − μ)), this is 2/(exp(β(e − μ)) + 1), twice the Fermi function: the two spin states fill independently.

For β > 0, y tends to 0 as U → ∞. The denominator tends to 1 + 2x, which is not zero, so the quotient converges:

⟨N⟩ → 2x/(1 + 2x) = 1/(1 + 1/(2x)) = 1/(1 + ½ exp(β(e − μ)))

The factor ½ reflects one empty state against two singly occupied ones. This is the donor distribution of semiconductor statistics, obtained here for an isolated level with no excited states.

## Finite repulsion and the size of the error

Let y and z be the values of exp(−βU) at two repulsions. The difference of the two occupations has the numerator

(2x + 2x²y)(1 + 2x + x²z) − (2x + 2x²z)(1 + 2x + x²y) = 2x²(1 + x)(y − z)

over a positive denominator. For β > 0 the larger repulsion has the smaller exponential, so the occupation decreases strictly with U.

Setting z = 0 gives the exact excess over the donor formula:

Δ = 2x²(1 + x)y / ((1 + 2x + x²y)(1 + 2x))

This is positive. It is also smaller than xy/2, because that inequality amounts to

4x(1 + x) < (1 + 2x + x²y)(1 + 2x)

and the right side exceeds the left by 1 + (1 + 2x)x²y. Since xy = exp(−β(e + U − μ)), the result is

0 < Δ < ½ exp(−β(e + U − μ))

The exponential is the Boltzmann factor for adding a second electron to a singly occupied level. Double occupancy may be neglected when e + U lies several k_B T above μ; a large U alone is not enough if μ is close to e + U.

## What the Lean statements say

A microstate is an element `s` of `Fin 2 × Fin 2`, with n↑ = `s.1.val` and n↓ = `s.2.val`. The definitions `number`, `energy`, `weight`, `partitionFunction` and `meanOccupation` follow the physical ones above, and `fugacity β μ e` is x. The rational expression for the occupation is thus a theorem, `meanOccupation_eq`, valid for all real parameters.

The main theorem, `donor_occupation_limits`, assumes β > 0 and states an equality at U = 0 together with a limit. In the limit, `atTop` means that the real number U grows without bound while β, μ and e stay fixed, and `𝓝` denotes the neighbourhoods of the limiting value. `donor_occupation_limits_energy` writes both results with exp(β(e − μ)). `meanOccupation_strictAnti` is the strict decrease with U, again for β > 0, and `donor_formula_error` is the two-sided bound on Δ, with no condition on the parameters.

The model takes the energy to be diagonal in the occupation numbers, so a sum over four states replaces a trace over Fock space. It has no hybridisation with the bands, no magnetic field and no valley degeneracy, and μ is given rather than determined from charge neutrality. The same four states describe a Hubbard site without hopping, so the formulas also serve as a check on grand-canonical lattice codes at finite temperature in that limit. If a code writes the interaction as U(n↑ − ½)(n↓ − ½), the formula for ⟨N⟩ at a given U holds with e replaced by e − U/2, while Z also gains the factor exp(−βU/4). The results for growing U keep the level energy fixed and so do not apply directly to such a code, where e − U/2 moves with U.

## Infinite temperature as a counter-example

The condition β > 0 in the limit cannot be relaxed to β ≥ 0. At β = 0 all four weights equal 1, whatever U is, so

⟨N⟩ = (0 + 1 + 1 + 2)/4 = 1

for every U. But x = 1, and the donor formula gives 1/(1 + ½) = 2/3. The strict decrease with U fails in the same example. The equality at U = 0 survives, since its derivation makes no use of the sign of β.

## The complete file

```lean
import Mathlib

open Filter Topology

namespace DonorLevelStatistics

noncomputable section

/-- Number of electrons in the microstate `(n↑, n↓)` of the level. -/
def number (s : Fin 2 × Fin 2) : ℝ := (s.1.val : ℝ) + (s.2.val : ℝ)

/-- Energy of a microstate: `e` for each electron, and the repulsion `U` if both spins
are present. -/
def energy (e U : ℝ) (s : Fin 2 × Fin 2) : ℝ :=
  e * number s + U * ((s.1.val : ℝ) * (s.2.val : ℝ))

/-- Grand-canonical Gibbs weight of a microstate at inverse temperature `β` and chemical
potential `μ`. -/
def weight (β μ e U : ℝ) (s : Fin 2 × Fin 2) : ℝ :=
  Real.exp (-β * (energy e U s - μ * number s))

/-- Grand partition function of the level. -/
def partitionFunction (β μ e U : ℝ) : ℝ := ∑ s, weight β μ e U s

/-- Mean number of electrons on the level in the grand-canonical ensemble. -/
def meanOccupation (β μ e U : ℝ) : ℝ :=
  (∑ s, number s * weight β μ e U s) / partitionFunction β μ e U

/-- The factor `x = exp(β(μ - e))` that each electron on the level contributes. -/
def fugacity (β μ e : ℝ) : ℝ := Real.exp (β * (μ - e))

/-- The Gibbs weight has one factor `x` for each electron and a factor `exp(-βU)` for
double occupancy. -/
theorem weight_eq (β μ e U : ℝ) (s : Fin 2 × Fin 2) :
    weight β μ e U s =
      fugacity β μ e ^ (s.1.val + s.2.val) * Real.exp (-β * U) ^ (s.1.val * s.2.val) := by
  simp only [weight, energy, number, fugacity]
  rw [← Real.exp_nat_mul, ← Real.exp_nat_mul, ← Real.exp_add]
  congr 1
  push_cast
  ring

/-- The grand partition function is `1 + 2x + x²y` with `y = exp(-βU)`. -/
theorem partitionFunction_eq (β μ e U : ℝ) :
    partitionFunction β μ e U =
      1 + 2 * fugacity β μ e + fugacity β μ e ^ 2 * Real.exp (-β * U) := by
  simp only [partitionFunction, weight_eq]
  generalize Real.exp (-β * U) = y
  simp [Fintype.sum_prod_type, Fin.sum_univ_two]
  ring

/-- The mean occupation is `(2x + 2x²y)/(1 + 2x + x²y)` with `y = exp(-βU)`. -/
theorem meanOccupation_eq (β μ e U : ℝ) :
    meanOccupation β μ e U =
      (2 * fugacity β μ e + 2 * fugacity β μ e ^ 2 * Real.exp (-β * U)) /
        (1 + 2 * fugacity β μ e + fugacity β μ e ^ 2 * Real.exp (-β * U)) := by
  rw [meanOccupation, partitionFunction_eq]
  congr 1
  simp only [weight_eq]
  generalize Real.exp (-β * U) = y
  simp [number, Fintype.sum_prod_type, Fin.sum_univ_two]
  ring

/-- For positive `x`, the donor formula `1/(1 + 1/(2x))` is the occupation `2x/(1 + 2x)` of a
level with one empty and two singly occupied states. -/
theorem donor_formula {x : ℝ} (hx : 0 < x) : 1 / (1 + 1 / (2 * x)) = 2 * x / (1 + 2 * x) := by
  have h : 2 * x * (1 / (2 * x)) = 1 := mul_one_div_cancel (by positivity)
  rw [div_eq_div_iff (by positivity) (by positivity)]
  linear_combination -h

/-- The mean occupation is `2x/(1 + x)` without repulsion, and at positive `β` it tends to
`1/(1 + 1/(2x))` as the repulsion grows without bound. -/
theorem donor_occupation_limits {β : ℝ} (hβ : 0 < β) (μ e : ℝ) :
    meanOccupation β μ e 0 = 2 * fugacity β μ e / (1 + fugacity β μ e) ∧
    Tendsto (fun U => meanOccupation β μ e U) atTop
      (𝓝 (1 / (1 + 1 / (2 * fugacity β μ e)))) := by
  have hx : 0 < fugacity β μ e := Real.exp_pos _
  simp only [meanOccupation_eq]
  generalize fugacity β μ e = x at hx ⊢
  constructor
  · -- the partition function factorises as (1 + x)²
    simp only [mul_zero, Real.exp_zero, mul_one]
    rw [div_eq_div_iff (by positivity) (by positivity)]
    ring
  · -- the weight of double occupancy dies out
    have hy : Tendsto (fun U : ℝ => Real.exp (-β * U)) atTop (𝓝 0) :=
      Real.tendsto_exp_atBot.comp (tendsto_id.const_mul_atTop_of_neg (by linarith))
    have hne : 1 + 2 * x + x ^ 2 * 0 ≠ 0 := by
      rw [mul_zero, add_zero]
      positivity
    have h := ((hy.const_mul (2 * x ^ 2)).const_add (2 * x)).div
      ((hy.const_mul (x ^ 2)).const_add (1 + 2 * x)) hne
    rw [donor_formula hx]
    simp only [mul_zero, add_zero] at h
    exact h

/-- The same two limits in terms of energies, at positive `β`: twice the Fermi function without
repulsion, and the donor distribution with the factor `1/2` for unbounded repulsion. -/
theorem donor_occupation_limits_energy {β : ℝ} (hβ : 0 < β) (μ e : ℝ) :
    meanOccupation β μ e 0 = 2 / (Real.exp (β * (e - μ)) + 1) ∧
    Tendsto (fun U => meanOccupation β μ e U) atTop
      (𝓝 (1 / (1 + 1 / 2 * Real.exp (β * (e - μ))))) := by
  obtain ⟨h0, hlim⟩ := donor_occupation_limits hβ μ e
  have hx : 0 < fugacity β μ e := Real.exp_pos _
  have hinv : Real.exp (β * (e - μ)) = (fugacity β μ e)⁻¹ := by
    rw [fugacity, ← Real.exp_neg]
    congr 1
    ring
  rw [hinv]
  constructor
  · rw [h0, div_eq_div_iff (by positivity) (by positivity)]
    linear_combination 2 * mul_inv_cancel₀ hx.ne'
  · have h2 : 1 / 2 * (fugacity β μ e)⁻¹ = 1 / (2 * fugacity β μ e) := by ring
    rw [h2]
    exact hlim

/-- At positive `β` the mean occupation decreases strictly as the repulsion increases. -/
theorem meanOccupation_strictAnti {β : ℝ} (hβ : 0 < β) (μ e : ℝ) :
    StrictAnti (fun U => meanOccupation β μ e U) := by
  intro U V hUV
  have hx : 0 < fugacity β μ e := Real.exp_pos _
  have hlt : Real.exp (-β * V) < Real.exp (-β * U) :=
    Real.exp_lt_exp.2 (by nlinarith [mul_pos hβ (sub_pos.2 hUV)])
  have hV := Real.exp_pos (-β * V)
  have hU := Real.exp_pos (-β * U)
  simp only [meanOccupation_eq]
  generalize fugacity β μ e = x at hx ⊢
  generalize Real.exp (-β * V) = z at hlt hV ⊢
  generalize Real.exp (-β * U) = y at hlt hU ⊢
  rw [← sub_pos, div_sub_div _ _ (by positivity) (by positivity)]
  apply div_pos _ (by positivity)
  -- the numerator of the difference is 2x²(1 + x)(y - z)
  have h : 0 < 2 * x ^ 2 * (1 + x) * (y - z) := mul_pos (by positivity) (sub_pos.2 hlt)
  linarith

/-- The mean occupation exceeds the donor formula by a positive amount smaller than half the
Boltzmann factor `exp(-β(e + U - μ))` for adding a second electron. -/
theorem donor_formula_error (β μ e U : ℝ) :
    0 < meanOccupation β μ e U - 1 / (1 + 1 / (2 * fugacity β μ e)) ∧
    meanOccupation β μ e U - 1 / (1 + 1 / (2 * fugacity β μ e)) <
      1 / 2 * Real.exp (-β * (e + U - μ)) := by
  have hx : 0 < fugacity β μ e := Real.exp_pos _
  have hy := Real.exp_pos (-β * U)
  have hxy : Real.exp (-β * (e + U - μ)) = fugacity β μ e * Real.exp (-β * U) := by
    rw [fugacity, ← Real.exp_add]
    congr 1
    ring
  rw [hxy, meanOccupation_eq, donor_formula hx]
  generalize fugacity β μ e = x at hx ⊢
  generalize Real.exp (-β * U) = y at hy ⊢
  -- the exact excess over the donor formula
  have h : (2 * x + 2 * x ^ 2 * y) / (1 + 2 * x + x ^ 2 * y) - 2 * x / (1 + 2 * x) =
      2 * x ^ 2 * (1 + x) * y / ((1 + 2 * x + x ^ 2 * y) * (1 + 2 * x)) := by
    rw [div_sub_div _ _ (by positivity) (by positivity)]
    congr 1
    ring
  rw [h]
  constructor
  · positivity
  · rw [div_lt_iff₀ (by positivity)]
    have hpos : 0 < x * y / 2 * (1 + (1 + 2 * x) * (x ^ 2 * y)) := by positivity
    linarith

end

end DonorLevelStatistics
```

```lean
#print axioms DonorLevelStatistics.donor_occupation_limits_energy
#print axioms DonorLevelStatistics.meanOccupation_strictAnti
#print axioms DonorLevelStatistics.donor_formula_error
```

```
'DonorLevelStatistics.donor_occupation_limits_energy' depends on axioms: [propext, Classical.choice, Quot.sound]
'DonorLevelStatistics.meanOccupation_strictAnti' depends on axioms: [propext, Classical.choice, Quot.sound]
'DonorLevelStatistics.donor_formula_error' depends on axioms: [propext, Classical.choice, Quot.sound]
```

## From weights to closed forms in Lean

`weight_eq` is the factorisation of the Gibbs weight. The rewrites with `Real.exp_nat_mul` and `Real.exp_add` collect the powers of x and y into one exponential; `congr 1` then leaves an equation between exponents, which `ring` settles.

`partitionFunction_eq` and `meanOccupation_eq` insert these weights and write out the four-term sums by means of `Fintype.sum_prod_type` and `Fin.sum_univ_two`. The `generalize` step replaces exp(−βU) by a plain variable, so that only polynomial algebra remains.

## The two limits in Lean

`donor_formula` proves 1/(1 + 1/(2x)) = 2x/(1 + 2x) for positive x by cross-multiplication, using 2x · 1/(2x) = 1.

In `donor_occupation_limits`, the part at U = 0 sets the exponential to 1 and cross-multiplies; `ring` confirms the polynomial identity behind the cancelled factor 1 + x. For the other part, `hy` says that exp(−βU) tends to 0, which is where β > 0 enters. The limits of numerator and denominator are built from `hy` with `const_mul` and `const_add`, and `div` combines them, given by `hne` that the limiting denominator is not zero.

`donor_occupation_limits_energy` adds the relation `hinv`, exp(β(e − μ)) = 1/x, and rewrites both results with it.

## Monotonicity and the error bound in Lean

`meanOccupation_strictAnti` first orders the two exponentials in `hlt`. It then puts the difference of the occupations over a common denominator with `div_sub_div`. The statement `h` says that the numerator 2x²(1 + x)(y − z) found above is positive, and `linarith` matches it with the expanded form.

In `donor_formula_error`, `hxy` identifies the Boltzmann factor with xy, and `h` is the exact expression for Δ. Its positivity is immediate. For the upper bound, `div_lt_iff₀` clears the denominator, and `hpos` states that the remaining difference, (xy/2)(1 + (1 + 2x)x²y), is positive.
